# Two screened norm-conserving pseudopotentials of Kerker form for the same state and core radius agree at two or more points inside the core

Take two nodeless pseudo-wavefunctions $u_i=r^{l+1}e^{p_i(r)}$ with the same angular momentum $l$ and reference energy $E$. If their exponents agree in value and slope at the core radius $R$, and they hold equal charge inside $R$, then the screened potentials obtained from them coincide at two or more distinct radii strictly between $0$ and $R$.

The physical question is what a shared atomic state implies for the difference between two constructions, such as those of Kerker and of Troullier and Martins. No bound on the size of the difference is claimed. The result says that, at one $l$ and one reference energy, the difference of the two screened potentials cannot have just a single zero in the core.

```lean
import Mathlib

open Set

namespace NormConservingCrossings

noncomputable section
```

## Exponent, core charge and potential

Write $p=p_1$ and $q=p_2$. Each exponent is twice differentiable on $[0,R]$, with one-sided derivatives at the ends. The second derivative need not be continuous, so $C^2$ exponents are included. In Lean, `p'` and `p''` are separate functions, and the following structure says that they are the derivatives of `p`.

```lean
/-- `p` is twice differentiable on the core region `[0, R]`, with first derivative `p'` and
second derivative `p''` (one-sided at the two ends). -/
structure IsCoreExponent (R : ℝ) (p p' p'' : ℝ → ℝ) : Prop where
  slope : ∀ r ∈ Icc 0 R, HasDerivWithinAt p (p' r) (Icc 0 R) r
  curvature : ∀ r ∈ Icc 0 R, HasDerivWithinAt p' (p'' r) (Icc 0 R) r
```

The exponent is otherwise general; the polynomials of the two named schemes are instances. The factor $r^{l+1}$ gives the regular behaviour at the origin, and the exponential excludes nodes.

```lean
/-- The radial pseudo-wavefunction `u = r^(l+1) exp p`. -/
def pseudoWave (l : ℕ) (p : ℝ → ℝ) (r : ℝ) : ℝ := r ^ (l + 1) * Real.exp (p r)
```

The charge inside the core is
$$N_p=\int_0^R u_p^2\,dr=\int_0^R r^{2l+2}e^{2p}\,dr .$$
If the atomic state is normalised to one over all space, this is the fraction of an electron found within $R$. Only the equality of the two values is used.

```lean
/-- The charge inside the core, the integral of `u²` over `[0, R]`. -/
def coreNorm (l : ℕ) (p : ℝ → ℝ) (R : ℝ) : ℝ := ∫ r in (0 : ℝ)..R, pseudoWave l p r ^ 2
```

In Hartree atomic units the radial equation is
$$-\tfrac12u''+\Big[\frac{l(l+1)}{2r^2}+V\Big]u=Eu .$$
From $u'/u=(l+1)/r+p'$ one finds
$$\frac{u''}{u}=\Big(\frac{u'}{u}\Big)'+\Big(\frac{u'}{u}\Big)^2=\frac{l(l+1)}{r^2}+\frac{2(l+1)p'}{r}+p''+p'^2 .$$
Solving for $V$ cancels the centrifugal term:
$$V=E+\frac{(l+1)p'}{r}+\frac{p''+p'^2}{2}.$$
Lean takes this formula as the definition of the potential, to be read at $r>0$.

```lean
/-- The potential obtained by inverting the radial Schrödinger equation at energy `E`,
for `r > 0`. -/
def invertedPotential (E : ℝ) (l : ℕ) (p' p'' : ℝ → ℝ) (r : ℝ) : ℝ :=
  E + (l + 1) * p' r / r + (p'' r + p' r ^ 2) / 2
```

## The Wronskian measures the difference of the potentials

The Wronskian of the two waves is
$$W=u_pu_q'-u_p'u_q=u_pu_q(q'-p'),$$
because the terms $(l+1)/r$ cancel. The last form is the one defined in Lean.

```lean
/-- The Wronskian of two pseudo-wavefunctions, written with the slopes of their exponents. -/
def wronskian (l : ℕ) (p p' q q' : ℝ → ℝ) (r : ℝ) : ℝ :=
  pseudoWave l p r * pseudoWave l q r * (q' r - p' r)
```

For $r>0$ both factors of $u=r^{l+1}e^p$ are positive, so $u>0$. This will allow division by $u_pu_q$.

```lean
variable {R : ℝ} {p p' p'' q q' q'' : ℝ → ℝ}

/-- A pseudo-wavefunction is positive at every positive radius. -/
theorem pseudoWave_pos (l : ℕ) (p : ℝ → ℝ) {r : ℝ} (hr : 0 < r) : 0 < pseudoWave l p r :=
  mul_pos (pow_pos hr _) (Real.exp_pos _)
```

The product rule gives
$$u'=(l+1)r^le^p+r^{l+1}e^pp'=u\Big(\frac{l+1}{r}+p'\Big).$$
In the Lean proof `s` stands for the slope $p'(r)$, and the closing `linear_combination` uses $r\cdot r^{-1}=1$ to pass between the two forms.

```lean
/-- At `r > 0` the logarithmic derivative of the pseudo-wavefunction is `(l+1)/r + p'`. -/
theorem hasDerivAt_pseudoWave (l : ℕ) {r s : ℝ} (hr : 0 < r) (hp : HasDerivAt p s r) :
    HasDerivAt (pseudoWave l p) (pseudoWave l p r * ((l + 1) / r + s)) r := by
  have h : HasDerivAt (pseudoWave l p) _ r := (hasDerivAt_pow (l + 1) r).mul hp.exp
  refine h.congr_deriv ?_
  have hr1 : r * r⁻¹ = 1 := mul_inv_cancel₀ hr.ne'
  simp only [pseudoWave, Nat.add_sub_cancel]
  push_cast
  rw [div_eq_mul_inv, pow_succ]
  linear_combination (-((l : ℝ) + 1) * r ^ l * Real.exp (p r)) * hr1
```

Differentiating $W$ with this rule gives
$$\begin{aligned}W'&=u_pu_q\Big[\Big(\frac{2(l+1)}{r}+p'+q'\Big)(q'-p')+q''-p''\Big]\\&=2(V_q-V_p)u_pu_q.\end{aligned}$$
The common energy $E$ drops out of the difference. In Lean the one-sided derivatives become ordinary ones at interior points, the product rule is applied twice, and `ring` checks the identity.

```lean
/-- Inside the core the Wronskian changes at the rate `2 (V₂ - V₁) u₁ u₂`, where both
potentials are inverted at the same energy. -/
theorem hasDerivAt_wronskian (E : ℝ) (l : ℕ) (hp : IsCoreExponent R p p' p'')
    (hq : IsCoreExponent R q q' q'') {r : ℝ} (hr : r ∈ Ioo 0 R) :
    HasDerivAt (wronskian l p p' q q')
      (2 * (invertedPotential E l q' q'' r - invertedPotential E l p' p'' r) *
        (pseudoWave l p r * pseudoWave l q r)) r := by
  have hn : Icc 0 R ∈ nhds r := Icc_mem_nhds hr.1 hr.2
  have hr' := Ioo_subset_Icc_self hr
  have hu := hasDerivAt_pseudoWave l hr.1 ((hp.slope r hr').hasDerivAt hn)
  have hv := hasDerivAt_pseudoWave l hr.1 ((hq.slope r hr').hasDerivAt hn)
  have h : HasDerivAt (wronskian l p p' q q') _ r :=
    (hu.fun_mul hv).fun_mul
      (((hq.curvature r hr').hasDerivAt hn).fun_sub ((hp.curvature r hr').hasDerivAt hn))
  refine h.congr_deriv ?_
  simp only [invertedPotential]
  ring
```

## Equal values of the Wronskian enclose a crossing

Suppose $W(a)=W(b)$ with $0\le a<b\le R$. $W$ is continuous on $[a,b]$ and differentiable inside, so Rolle's theorem gives $r\in(a,b)$ with
$$0=W'(r)=2\,(V_q(r)-V_p(r))\,u_p(r)u_q(r).$$
The waves are positive there, hence $V_p(r)=V_q(r)$. "Crossing" here means equality of the two values; a change of sign of $V_q-V_p$ is not claimed.

The Lean proof first assembles the continuity of $W$, then calls `exists_hasDerivAt_eq_zero`, which is Rolle's theorem. The split by `mul_eq_zero` leaves either equal potentials or a vanishing product of waves, and positivity rules out the latter.

```lean
/-- Between two radii of the core at which the Wronskian takes the same value, the two inverted
potentials are equal at some radius. -/
theorem crossing_between (E : ℝ) (l : ℕ) (hp : IsCoreExponent R p p' p'')
    (hq : IsCoreExponent R q q' q'') {a b : ℝ} (ha : 0 ≤ a) (hab : a < b) (hb : b ≤ R)
    (hW : wronskian l p p' q q' a = wronskian l p p' q q' b) :
    ∃ r ∈ Ioo a b, invertedPotential E l p' p'' r = invertedPotential E l q' q'' r := by
  have cp : ContinuousOn p (Icc 0 R) := fun r hr => (hp.slope r hr).continuousWithinAt
  have cq : ContinuousOn q (Icc 0 R) := fun r hr => (hq.slope r hr).continuousWithinAt
  have cp' : ContinuousOn p' (Icc 0 R) := fun r hr => (hp.curvature r hr).continuousWithinAt
  have cq' : ContinuousOn q' (Icc 0 R) := fun r hr => (hq.curvature r hr).continuousWithinAt
  have cW : ContinuousOn (wronskian l p p' q q') (Icc 0 R) :=
    (((continuous_pow (l + 1)).continuousOn.mul (Real.continuous_exp.comp_continuousOn cp)).mul
      ((continuous_pow (l + 1)).continuousOn.mul
        (Real.continuous_exp.comp_continuousOn cq))).mul (cq'.sub cp')
  -- Rolle's theorem for the Wronskian
  obtain ⟨r, hr, h0⟩ := exists_hasDerivAt_eq_zero hab (cW.mono (Icc_subset_Icc ha hb)) hW
    (fun r hr => hasDerivAt_wronskian E l hp hq
      ⟨lt_of_le_of_lt ha hr.1, lt_of_lt_of_le hr.2 hb⟩)
  have hr0 : 0 < r := lt_of_le_of_lt ha hr.1
  have hpos := mul_pos (pseudoWave_pos l p hr0) (pseudoWave_pos l q hr0)
  refine ⟨r, hr, ?_⟩
  rcases mul_eq_zero.mp h0 with h | h
  · linarith
  · exact absurd h hpos.ne'
```

At the origin $W(0)=0$, since $r^{l+1}$ vanishes there even for $l=0$. At the core radius $W(R)=0$ if $p'(R)=q'(R)$. Slope matching therefore gives one crossing in $(0,R)$, without any condition on the charge.

```lean
/-- If the exponents have equal slopes at the core radius, there is at least one point of equality
of the inverted potentials inside the core. -/
theorem one_crossing_of_slope_match (E : ℝ) (l : ℕ) (hR : 0 < R)
    (hp : IsCoreExponent R p p' p'') (hq : IsCoreExponent R q q' q'') (hs : p' R = q' R) :
    ∃ r ∈ Ioo 0 R, invertedPotential E l p' p'' r = invertedPotential E l q' q'' r :=
  crossing_between E l hp hq le_rfl hR le_rfl (by simp [wronskian, pseudoWave, hs])
```

## Equal charge makes the exponents meet

If $p<q$ throughout $(0,R)$, then $0<u_p<u_q$ there, and
$$N_q-N_p=\int_0^R(u_q^2-u_p^2)\,dr>0 .$$
Lean obtains integrability from continuity and then uses the positivity of the integral of a positive function.

```lean
/-- Of two exponents continuous on `[0, R]`, the one that is strictly lower throughout `(0, R)` has
a pseudo-wavefunction that holds strictly less charge there. -/
theorem coreNorm_lt (l : ℕ) (hR : 0 < R) (cp : ContinuousOn p (Icc 0 R))
    (cq : ContinuousOn q (Icc 0 R)) (hlt : ∀ r ∈ Ioo 0 R, p r < q r) :
    coreNorm l p R < coreNorm l q R := by
  have c : ∀ f : ℝ → ℝ, ContinuousOn f (Icc 0 R) →
      IntervalIntegrable (fun r => pseudoWave l f r ^ 2) MeasureTheory.volume 0 R := by
    intro f hf
    have hc : ContinuousOn (fun r => pseudoWave l f r ^ 2) (Icc 0 R) :=
      ((continuous_pow (l + 1)).continuousOn.mul
        (Real.continuous_exp.comp_continuousOn hf)).pow 2
    exact ContinuousOn.intervalIntegrable_of_Icc hR.le hc
  have pos : 0 < ∫ r in (0 : ℝ)..R, (pseudoWave l q r ^ 2 - pseudoWave l p r ^ 2) := by
    refine intervalIntegral.intervalIntegral_pos_of_pos_on ((c q cq).sub (c p cp)) ?_ hR
    intro r hr
    have h : pseudoWave l p r < pseudoWave l q r :=
      mul_lt_mul_of_pos_left (Real.exp_lt_exp.mpr (hlt r hr)) (pow_pos hr.1 _)
    exact sub_pos.mpr (pow_lt_pow_left₀ h (pseudoWave_pos l p hr.1).le two_ne_zero)
  rw [intervalIntegral.integral_sub (c q cq) (c p cp)] at pos
  exact sub_pos.mp pos
```

With $N_p=N_q$, neither exponent can lie strictly below the other throughout the core. There are thus interior points $a$ and $b$ with $q(a)\le p(a)$ and $p(b)\le q(b)$. The intermediate value theorem gives $c\in(0,R)$ with $p(c)=q(c)$.

Value matching gives $p(R)=q(R)$ as well. Rolle's theorem for $q-p$ on $[c,R]$ then yields $d\in(c,R)$ with $p'(d)=q'(d)$, and so
$$W(0)=W(d)=W(R)=0,\qquad 0<d<R.$$
There is one crossing $r_1\in(0,d)$ and another $r_2\in(d,R)$, which are distinct because $d$ separates them.

In the theorem, `hv`, `hs` and `hN` are the equalities of value, slope and core charge. They stand for the requirement that both pseudo-wavefunctions reproduce the same all-electron state at $R$ and its charge inside. The two `by_cases` lines exclude the strict orderings, `intermediate_value₂` supplies $c$, and `crossing_between` is applied once on each side of $d$. Two identical exponents are allowed, in which case the potentials agree everywhere.

```lean
/-- If the exponents of two pseudo-wavefunctions agree in value and slope at the core radius and the
core charges are equal, the potentials inverted at a common energy coincide at two distinct radii
strictly inside the core. -/
theorem two_crossings (E : ℝ) (l : ℕ) (hR : 0 < R)
    (hp : IsCoreExponent R p p' p'') (hq : IsCoreExponent R q q' q'')
    (hv : p R = q R) (hs : p' R = q' R) (hN : coreNorm l p R = coreNorm l q R) :
    ∃ r₁ r₂, 0 < r₁ ∧ r₁ < r₂ ∧ r₂ < R ∧
      invertedPotential E l p' p'' r₁ = invertedPotential E l q' q'' r₁ ∧
      invertedPotential E l p' p'' r₂ = invertedPotential E l q' q'' r₂ := by
  have cp : ContinuousOn p (Icc 0 R) := fun r hr => (hp.slope r hr).continuousWithinAt
  have cq : ContinuousOn q (Icc 0 R) := fun r hr => (hq.slope r hr).continuousWithinAt
  -- equal charges: the exponents themselves meet inside the core
  have hc : ∃ c ∈ Ioo 0 R, p c = q c := by
    by_cases hA : ∀ r ∈ Ioo 0 R, p r < q r
    · exact absurd hN (coreNorm_lt l hR cp cq hA).ne
    by_cases hB : ∀ r ∈ Ioo 0 R, q r < p r
    · exact absurd hN (coreNorm_lt l hR cq cp hB).ne'
    push Not at hA hB
    obtain ⟨a, ha, ha'⟩ := hA
    obtain ⟨b, hb, hb'⟩ := hB
    exact isPreconnected_Ioo.intermediate_value₂ hb ha (cp.mono Ioo_subset_Icc_self)
      (cq.mono Ioo_subset_Icc_self) hb' ha'
  obtain ⟨c, hc, hpc⟩ := hc
  -- between that point and the core radius the slopes agree
  obtain ⟨d, hd, hd0⟩ := exists_hasDerivAt_eq_zero (f := fun r => q r - p r)
    (f' := fun r => q' r - p' r) hc.2
    ((cq.sub cp).mono (Icc_subset_Icc hc.1.le le_rfl)) (by simp [hpc, hv])
    (fun r hr => by
      have hr0 : 0 < r := hc.1.trans hr.1
      have hn : Icc 0 R ∈ nhds r := Icc_mem_nhds hr0 hr.2
      exact ((hq.slope r ⟨hr0.le, hr.2.le⟩).hasDerivAt hn).fun_sub
        ((hp.slope r ⟨hr0.le, hr.2.le⟩).hasDerivAt hn))
  have hd0' : q' d - p' d = 0 := hd0
  have hdpos : 0 < d := hc.1.trans hd.1
  -- the Wronskian vanishes at 0, d and R
  obtain ⟨r₁, h₁, e₁⟩ := crossing_between E l hp hq le_rfl hdpos hd.2.le
    (by simp [wronskian, pseudoWave, hd0'])
  obtain ⟨r₂, h₂, e₂⟩ := crossing_between E l hp hq hdpos.le hd.2 le_rfl
    (by simp [wronskian, hd0', hs])
  exact ⟨r₁, r₂, h₁.1, h₁.2.trans h₂.1, h₂.2, e₁, e₂⟩
```

## A single crossing is possible when the charges differ

Matching of value and slope alone does not guarantee a second crossing. Take $R=1$, $p=0$ and $q=(r^2-1)^2$. Both exponents and both slopes vanish at $r=1$, but $q>p$ inside, so the second wave holds more charge. The first potential is the constant $E$. With $x=r^2$, the difference is
$$V_q-V_p=f(x)=4(l+1)(x-1)+6x-2+8x(x-1)^2 .$$
For two roots $x=s^2$ and $y=r^2$, subtraction gives $(x-y)K=0$ with
$$K=4(l+1)+6+8\big[1-2(x+y)+x^2+xy+y^2\big].$$
The bracket equals
$$\tfrac34\big(x+y-\tfrac43\big)^2+\tfrac14(x-y)^2-\tfrac13,$$
so $K\ge 10-\tfrac83>0$ and $x=y$. Since radii are positive, there is at most one crossing, and slope matching has already supplied one.

In Lean, `key` turns a crossing into the polynomial equation, `nlinarith` proves $K>0$ from the two squares, and `∃!` states existence together with uniqueness. The theorem holds for every $l$.

```lean
/-- Value and slope matching alone do not give two crossings: the exponents `0` and `(r² - 1)²`
match in value and slope at `R = 1`, and their potentials are equal at exactly one radius inside the
core. -/
theorem single_crossing_without_norm (E : ℝ) (l : ℕ) :
    IsCoreExponent 1 (fun _ => 0) (fun _ => 0) (fun _ => 0) ∧
    IsCoreExponent 1 (fun r => (r ^ 2 - 1) ^ 2) (fun r => 4 * r * (r ^ 2 - 1))
      (fun r => 12 * r ^ 2 - 4) ∧
    (0 : ℝ) = (1 ^ 2 - 1) ^ 2 ∧ (0 : ℝ) = 4 * 1 * (1 ^ 2 - 1) ∧
    ∃! r : ℝ, r ∈ Ioo 0 1 ∧ invertedPotential E l (fun _ => 0) (fun _ => 0) r =
      invertedPotential E l (fun r => 4 * r * (r ^ 2 - 1)) (fun r => 12 * r ^ 2 - 4) r := by
  have h0 : IsCoreExponent 1 (fun _ => 0) (fun _ => 0) (fun _ => 0) :=
    ⟨fun r _ => hasDerivWithinAt_const r _ 0, fun r _ => hasDerivWithinAt_const r _ 0⟩
  have hsq : ∀ r : ℝ, HasDerivAt (fun r : ℝ => r ^ 2 - 1) (2 * r) r := fun r => by
    simpa using (hasDerivAt_pow 2 r).sub_const 1
  have h1 : IsCoreExponent 1 (fun r => (r ^ 2 - 1) ^ 2) (fun r => 4 * r * (r ^ 2 - 1))
      (fun r => 12 * r ^ 2 - 4) := by
    refine ⟨fun r _ => HasDerivAt.hasDerivWithinAt ?_,
      fun r _ => HasDerivAt.hasDerivWithinAt ?_⟩
    · have e : (fun r : ℝ => (r ^ 2 - 1) ^ 2) = fun r => (r ^ 2 - 1) * (r ^ 2 - 1) := by
        funext r
        ring
      rw [e]
      exact ((hsq r).fun_mul (hsq r)).congr_deriv (by ring)
    · exact (((hasDerivAt_id' r).const_mul 4).fun_mul (hsq r)).congr_deriv (by ring)
  refine ⟨h0, h1, by norm_num, by norm_num, ?_⟩
  -- a crossing is a root of a polynomial in r² that increases strictly
  have key : ∀ r : ℝ, 0 < r → invertedPotential E l (fun _ => 0) (fun _ => 0) r =
      invertedPotential E l (fun r => 4 * r * (r ^ 2 - 1)) (fun r => 12 * r ^ 2 - 4) r →
      4 * ((l : ℝ) + 1) * (r ^ 2 - 1) + 6 * r ^ 2 - 2 + 8 * r ^ 2 * (r ^ 2 - 1) ^ 2 = 0 := by
    intro r hr h
    have hx : ((l : ℝ) + 1) * (4 * r * (r ^ 2 - 1)) / r = 4 * ((l : ℝ) + 1) * (r ^ 2 - 1) := by
      rw [div_eq_iff hr.ne']
      ring
    simp only [invertedPotential] at h
    rw [hx] at h
    linear_combination -h
  obtain ⟨r, hr, h⟩ := one_crossing_of_slope_match E l one_pos h0 h1 (by norm_num)
  refine ⟨r, ⟨hr, h⟩, ?_⟩
  rintro s ⟨hs, h'⟩
  have kr := key r hr.1 h
  have ks := key s hs.1 h'
  have hl : (0 : ℝ) ≤ l := Nat.cast_nonneg l
  have hK : 0 < 4 * ((l : ℝ) + 1) + 6 + 8 * (1 - 2 * (s ^ 2 + r ^ 2) +
      (s ^ 2) ^ 2 + s ^ 2 * r ^ 2 + (r ^ 2) ^ 2) := by
    nlinarith [sq_nonneg (s ^ 2 + r ^ 2 - 4 / 3), sq_nonneg (s ^ 2 - r ^ 2)]
  have hprod : (s ^ 2 - r ^ 2) * (4 * ((l : ℝ) + 1) + 6 + 8 * (1 - 2 * (s ^ 2 + r ^ 2) +
      (s ^ 2) ^ 2 + s ^ 2 * r ^ 2 + (r ^ 2) ^ 2)) = 0 := by
    linear_combination ks - kr
  have hsr : s ^ 2 = r ^ 2 := sub_eq_zero.mp ((mul_eq_zero.mp hprod).resolve_right hK.ne')
  exact (sq_eq_sq₀ hs.1.le hr.1.le).mp hsr

end

end NormConservingCrossings
```

```lean
#print axioms NormConservingCrossings.two_crossings
-- 'NormConservingCrossings.two_crossings' depends on axioms: [propext, Classical.choice, Quot.sound]
#print axioms NormConservingCrossings.single_crossing_without_norm
-- 'NormConservingCrossings.single_crossing_without_norm' depends on axioms: [propext, Classical.choice, Quot.sound]
```

## From the atomic solution to the ionic potential

A generation run solves the all-electron radial equation for the chosen valence state and reads off $E$, the value and slope of $u$ at $R$, and the charge inside $R$. Kerker's exponent is a quartic polynomial without a linear term; that of Troullier and Martins is an even polynomial of degree twelve. Their coefficients are fixed by these data together with further smoothness conditions, and the charge condition is a nonlinear equation solved by iteration. The derivatives of the polynomial then go into the formula for $V$, which is tabulated on the radial grid. For the same state and the same $R$, the two tabulated curves represent functions that meet at least twice inside the core.

In the simplest case, without a core correction, the run then unscreens each potential by subtracting the Hartree and exchange-correlation potentials of its own pseudo-valence density. The hypotheses say nothing about this step. Since the two densities generally differ inside the core, the crossings of the screened potentials need not be crossings of the ionic ones.
